# Two cells of one cosine charge, with zero potential and slope at both ends, have opposite mean potentials

## Placing bulk levels on the vacuum scale

To put a bulk band edge on the vacuum scale, one commonly runs a slab calculation next to the bulk calculation. The slab supplies the averaged electrostatic potential of its interior relative to vacuum, and the bulk levels are shifted to match. Information about the surface is needed here, because the periodic charge density alone does not fix that average.

One source of the ambiguity is easy to see: a neutral cell cut from the periodic charge can carry a dipole moment, which gives a potential difference between its two ends. One might hope to remove the ambiguity by admitting only cells without such a difference. For the one-dimensional, frozen cosine charge treated here, this restriction is not enough, since two admissible cells still have different means.

## A cosine charge cut to one period

Let x be the position in units of the period, and let the charge density be

ρ(x) = cos(2πx).

Its integral over any full period is zero. The electrostatic potential φ obeys Poisson's equation, in units that absorb the constants:

φ''(x) = -ρ(x).

A cell is an interval [a, b] with b = a + 1, and a is called its termination. At the left end we require

φ(a) = 0 and φ'(a) = 0.

These conditions stand for a field-free vacuum to the left of the cell, with the vacuum level as the zero of potential. If φ and φ' also vanish at b, the vacuum on the right is field-free and at the same level. The mean potential is the integral of φ over the cell divided by b - a.

The main result concerns two terminations:

- The cell [0, 1] has φ = φ' = 0 at its right end and mean potential -1/(4π²).
- The cell [-1/2, 1/2] has φ = φ' = 0 at its right end and mean potential +1/(4π²).

Hence no single number V is the mean potential of all one-period cells of this charge whose potential and slope vanish at both ends.

## How the Lean statements express the model

`cosineCharge` is ρ. The structure `IsCellPotential ρ a b φ φ'` collects the cell problem. Its field `slope` says that φ' is the derivative of φ on the closed cell, and `poisson` says that the derivative of φ' is -ρ. Both use `HasDerivWithinAt` on `Icc a b`, so the derivatives at the ends are one-sided and nothing is required of φ outside the cell. The remaining two fields are the conditions at the left end.

`meanPotential a b φ` is the cell average. The theorems about one period carry the hypothesis `hb : b = a + 1`, or have the length written into the cell.

`mean_depends_on_termination` takes any solution φ on [0, 1] and any solution ψ on [-1/2, 1/2]. The vanishing right-end values are conclusions there, not assumptions. `no_common_mean` denies that a common V exists, and `mean_two_values` says that a one-period cell with φ(b) = 0 has one of the two means above.

The model is one-dimensional and has a single prescribed charge density, which is cut off abruptly at the cell ends. It includes no relaxation of the charge at a surface and makes no statement about other periodic densities.

## Potential and mean for any termination

Integrate Poisson's equation from a to x, using φ'(a) = 0:

φ'(x) = [sin(2πa) - sin(2πx)] / (2π).

Integrate again, using φ(a) = 0:

φ(x) = [cos(2πx) - cos(2πa)] / (4π²) + [sin(2πa) / (2π)] (x - a).

This is the only solution on the cell. The difference of two solutions has a slope that is constant and zero at a, hence zero throughout. The difference itself is then also constant and zero at a.

Now set b = a + 1. Sine and cosine return to their values at a, so

φ'(b) = 0,

φ(b) = sin(2πa) / (2π).

The slope always returns to zero, as it must for a neutral cell. The potential returns to zero exactly when 2πa = nπ for some integer n, that is, when a = n/2.

For the mean, the integral of cos(2πx) over a period is zero, the integral of x - a is 1/2, and the cell length is 1. Therefore

mean = sin(2πa) / (4π) - cos(2πa) / (4π²).

At a = 0 the sine is 0 and the cosine is 1, which gives -1/(4π²). At a = -1/2 the sine is 0 and the cosine is -1, which gives +1/(4π²). A common V would have to equal both numbers, which is impossible because 1/(4π²) is positive. For any a = n/2 the sine vanishes and the cosine is 1 or -1, so no third value occurs.

## Three terminations in numbers, and a thick slab

With 4π² ≈ 39.478, the two means are about -0.02533 and +0.02533, a difference of 0.05066 in the units of the model.

For comparison, take a = 1/4. Then sin(2πa) = 1 and cos(2πa) = 0, so the potential at the right end is 1/(2π) ≈ 0.1592 and the mean is 1/(4π) ≈ 0.0796. This cell has a potential step and would be rejected by the condition at the right end, whereas the other two pass.

Thickness does not remove the difference. For a = 0 the potential is [cos(2πx) - 1]/(4π²), and for a = -1/2 it is [cos(2πx) + 1]/(4π²). Both are periodic, so a slab of N periods with either termination has the same mean as its first cell, and the difference survives the limit of large N. This extension to many periods is a calculation by hand; the Lean theorems on the mean concern one period.

## The Lean file

```lean
import Mathlib

open Real Set

namespace BulkPotentialZero

noncomputable section

/-- A periodic charge density of period one, in units where Poisson's equation is `φ'' = -ρ`. -/
def cosineCharge (x : ℝ) : ℝ := cos (2 * π * x)

/-- `φ`, with slope `φ'`, solves Poisson's equation for the charge density `ρ` on the cell
`[a, b]`, and both potential and slope vanish at the left end. -/
structure IsCellPotential (ρ : ℝ → ℝ) (a b : ℝ) (φ φ' : ℝ → ℝ) : Prop where
  slope : ∀ x ∈ Icc a b, HasDerivWithinAt φ (φ' x) (Icc a b) x
  poisson : ∀ x ∈ Icc a b, HasDerivWithinAt φ' (-ρ x) (Icc a b) x
  potential_left : φ a = 0
  slope_left : φ' a = 0

/-- The potential averaged over the cell `[a, b]`. -/
def meanPotential (a b : ℝ) (φ : ℝ → ℝ) : ℝ := (∫ x in a..b, φ x) / (b - a)

/-- The slope of the explicit potential for a cell that starts at `a`. -/
def explicitSlope (a x : ℝ) : ℝ := (sin (2 * π * a) - sin (2 * π * x)) / (2 * π)

/-- The explicit potential of the cosine charge for a cell that starts at `a`. -/
def explicitPotential (a x : ℝ) : ℝ :=
  (cos (2 * π * x) - cos (2 * π * a)) / (4 * π ^ 2) + sin (2 * π * a) / (2 * π) * (x - a)

/-- Two functions with the same slope on a cell and the same value at its left end agree
on the whole cell. -/
theorem eq_of_same_slope {f g d : ℝ → ℝ} {a b x : ℝ}
    (hf : ∀ y ∈ Icc a b, HasDerivWithinAt f (d y) (Icc a b) y)
    (hg : ∀ y ∈ Icc a b, HasDerivWithinAt g (d y) (Icc a b) y)
    (h0 : f a = g a) (hx : x ∈ Icc a b) : f x = g x := by
  have ha : a ∈ Icc a b := ⟨le_rfl, hx.1.trans hx.2⟩
  -- the difference has zero slope, so the mean value inequality makes it constant
  have key := Convex.norm_image_sub_le_of_norm_hasDerivWithin_le
    (f := fun y => f y - g y) (f' := fun _ => (0 : ℝ)) (C := 0) (s := Icc a b)
    (fun y hy => ((hf y hy).fun_sub (hg y hy)).congr_deriv (sub_self _))
    (fun y _ => by simp) (convex_Icc a b) ha hx
  rw [zero_mul] at key
  have h : (f x - g x) - (f a - g a) = 0 := norm_le_zero_iff.mp key
  linarith

/-- The explicit potential has the explicit slope, and that slope obeys Poisson's equation
for the cosine charge. -/
theorem explicit_hasDerivAt (a x : ℝ) :
    HasDerivAt (explicitPotential a) (explicitSlope a x) x ∧
      HasDerivAt (explicitSlope a) (-cosineCharge x) x := by
  have hpi := Real.pi_ne_zero
  have h : HasDerivAt (fun y : ℝ => 2 * π * y) (2 * π) x :=
    ((hasDerivAt_id' x).const_mul (2 * π)).congr_deriv (mul_one _)
  constructor
  · refine (((h.cos.sub_const (cos (2 * π * a))).div_const (4 * π ^ 2)).fun_add
      (((hasDerivAt_id' x).sub_const a).const_mul (sin (2 * π * a) / (2 * π)))).congr_deriv ?_
    unfold explicitSlope
    first
      | (field_simp; done)
      | (field_simp; ring)
  · refine ((h.sin.const_sub (sin (2 * π * a))).div_const (2 * π)).congr_deriv ?_
    unfold cosineCharge
    field_simp

/-- For every cell `[a, b]` the explicit potential solves the cell problem of the
cosine charge. -/
theorem isCellPotential_witness (a b : ℝ) :
    IsCellPotential cosineCharge a b (explicitPotential a) (explicitSlope a) where
  slope x _ := (explicit_hasDerivAt a x).1.hasDerivWithinAt
  poisson x _ := (explicit_hasDerivAt a x).2.hasDerivWithinAt
  potential_left := by simp [explicitPotential]
  slope_left := by simp [explicitSlope]

/-- Every solution of the cell problem of the cosine charge agrees on the cell with the
explicit potential and its slope. -/
theorem cellPotential_unique {a b x : ℝ} {φ φ' : ℝ → ℝ}
    (h : IsCellPotential cosineCharge a b φ φ') (hx : x ∈ Icc a b) :
    φ x = explicitPotential a x ∧ φ' x = explicitSlope a x := by
  have w := isCellPotential_witness a b
  -- first integrate Poisson's equation once, then once more
  have hs : ∀ y ∈ Icc a b, φ' y = explicitSlope a y := fun y hy =>
    eq_of_same_slope h.poisson w.poisson (h.slope_left.trans w.slope_left.symm) hy
  refine ⟨eq_of_same_slope h.slope (fun y hy => ?_)
    (h.potential_left.trans w.potential_left.symm) hx, hs x hx⟩
  rw [hs y hy]
  exact w.slope y hy

/-- For the cosine charge, the slope returns to zero across one period, and the potential changes by
`sin (2πa) / (2π)`, where `a` is the left end of the cell. -/
theorem right_end_values {a b : ℝ} {φ φ' : ℝ → ℝ} (hb : b = a + 1)
    (h : IsCellPotential cosineCharge a b φ φ') :
    φ' b = 0 ∧ φ b = sin (2 * π * a) / (2 * π) := by
  obtain ⟨h1, h2⟩ := cellPotential_unique h (x := b) ⟨by linarith, le_rfl⟩
  have e : 2 * π * b = 2 * π * a + 2 * π := by rw [hb]; ring
  have e' : b - a = 1 := by linarith
  rw [h1, h2, explicitSlope, explicitPotential, e, e', Real.sin_add_two_pi,
    Real.cos_add_two_pi]
  constructor <;> simp

/-- The potential of the cosine charge vanishes at the right end of a one-period cell exactly when
the cell starts at an integer multiple of half a period. -/
theorem right_end_zero_iff {a b : ℝ} {φ φ' : ℝ → ℝ} (hb : b = a + 1)
    (h : IsCellPotential cosineCharge a b φ φ') : φ b = 0 ↔ ∃ n : ℤ, a = n / 2 := by
  have hpi := Real.pi_ne_zero
  have h2 : 2 * π ≠ 0 := mul_ne_zero two_ne_zero hpi
  rw [(right_end_values hb h).2, div_eq_zero_iff, or_iff_left h2, Real.sin_eq_zero_iff]
  refine exists_congr fun n => ⟨fun hn => ?_, fun hn => ?_⟩
  · apply mul_right_cancel₀ hpi
    linarith
  · rw [hn]; ring

/-- The mean potential of a one-period cell of the cosine charge as a function of its left end `a`.
-/
theorem meanPotential_eq {a b : ℝ} {φ φ' : ℝ → ℝ} (hb : b = a + 1)
    (h : IsCellPotential cosineCharge a b φ φ') :
    meanPotential a b φ = sin (2 * π * a) / (4 * π) - cos (2 * π * a) / (4 * π ^ 2) := by
  have hpi := Real.pi_ne_zero
  have hab : a ≤ b := by linarith
  -- an antiderivative of the explicit potential
  have hF : ∀ x, HasDerivAt (fun y : ℝ => sin (2 * π * y) / (8 * π ^ 3)
      - cos (2 * π * a) / (4 * π ^ 2) * y
      + sin (2 * π * a) / (4 * π) * ((y - a) * (y - a))) (explicitPotential a x) x := by
    intro x
    have h1 : HasDerivAt (fun y : ℝ => 2 * π * y) (2 * π) x :=
      ((hasDerivAt_id' x).const_mul (2 * π)).congr_deriv (mul_one _)
    have h2 := (hasDerivAt_id' x).sub_const a
    refine (((h1.sin.div_const (8 * π ^ 3)).fun_sub
      ((hasDerivAt_id' x).const_mul (cos (2 * π * a) / (4 * π ^ 2)))).fun_add
      ((h2.fun_mul h2).const_mul (sin (2 * π * a) / (4 * π)))).congr_deriv ?_
    unfold explicitPotential
    first
      | (field_simp; done)
      | (field_simp; ring)
  have hc : Continuous (explicitPotential a) :=
    continuous_iff_continuousAt.2 fun x => (explicit_hasDerivAt a x).1.continuousAt
  have hI : ∫ x in a..b, φ x = ∫ x in a..b, explicitPotential a x := by
    apply intervalIntegral.integral_congr
    intro x hx
    rw [uIcc_of_le hab] at hx
    exact (cellPotential_unique h hx).1
  have e : sin (2 * π * b) = sin (2 * π * a) := by
    rw [hb, show 2 * π * (a + 1) = 2 * π * a + 2 * π by ring, Real.sin_add_two_pi]
  have e' : b - a = 1 := by linarith
  rw [meanPotential, hI, intervalIntegral.integral_eq_sub_of_hasDerivAt (fun x _ => hF x)
    (hc.intervalIntegrable a b)]
  simp only [e, e', sub_self]
  rw [hb]
  ring

/-- For the same cosine charge, the cells `[0, 1]` and `[-1/2, 1/2]` both have vanishing
potential and slope at the right end, yet their mean potentials are `-1/(4π²)` and `1/(4π²)`. -/
theorem mean_depends_on_termination {φ φ' ψ ψ' : ℝ → ℝ}
    (h : IsCellPotential cosineCharge 0 1 φ φ')
    (k : IsCellPotential cosineCharge (-1 / 2) (1 / 2) ψ ψ') :
    (φ 1 = 0 ∧ φ' 1 = 0 ∧ meanPotential 0 1 φ = -1 / (4 * π ^ 2)) ∧
      (ψ (1 / 2) = 0 ∧ ψ' (1 / 2) = 0 ∧
        meanPotential (-1 / 2) (1 / 2) ψ = 1 / (4 * π ^ 2)) := by
  have hb : (1 : ℝ) = 0 + 1 := by norm_num
  have kb : (1 / 2 : ℝ) = -1 / 2 + 1 := by norm_num
  have e : 2 * π * (-1 / 2) = -π := by ring
  refine ⟨⟨?_, (right_end_values hb h).1, ?_⟩, ⟨?_, (right_end_values kb k).1, ?_⟩⟩
  · rw [(right_end_values hb h).2, mul_zero, Real.sin_zero, zero_div]
  · rw [meanPotential_eq hb h, mul_zero, Real.sin_zero, Real.cos_zero]
    ring
  · rw [(right_end_values kb k).2, e, Real.sin_neg, Real.sin_pi, neg_zero, zero_div]
  · rw [meanPotential_eq kb k, e, Real.sin_neg, Real.sin_pi, Real.cos_neg, Real.cos_pi]
    ring

/-- No single number is the mean potential of all one-period cells of the cosine charge whose
potential and slope vanish at both ends. -/
theorem no_common_mean : ¬ ∃ V : ℝ, ∀ (a : ℝ) (φ φ' : ℝ → ℝ),
    IsCellPotential cosineCharge a (a + 1) φ φ' → φ (a + 1) = 0 → φ' (a + 1) = 0 →
      meanPotential a (a + 1) φ = V := by
  rintro ⟨V, hV⟩
  have w := isCellPotential_witness 0 1
  have v := isCellPotential_witness (-1 / 2) (1 / 2)
  obtain ⟨⟨p1, p2, p3⟩, ⟨q1, q2, q3⟩⟩ := mean_depends_on_termination w v
  have hb : (0 : ℝ) + 1 = 1 := by norm_num
  have kb : (-1 / 2 : ℝ) + 1 = 1 / 2 := by norm_num
  have A := hV 0 (explicitPotential 0) (explicitSlope 0)
  have B := hV (-1 / 2) (explicitPotential (-1 / 2)) (explicitSlope (-1 / 2))
  rw [hb] at A
  rw [kb] at B
  have hA := A w p1 p2
  have hB := B v q1 q2
  have pos : 0 < 1 / (4 * π ^ 2) := by positivity
  have neg : -1 / (4 * π ^ 2) = -(1 / (4 * π ^ 2)) := by ring
  linarith

/-- If the potential of the cosine charge also vanishes at the right end of a one-period cell, its
mean is either `-1/(4π²)` or `1/(4π²)`. -/
theorem mean_two_values {a b : ℝ} {φ φ' : ℝ → ℝ} (hb : b = a + 1)
    (h : IsCellPotential cosineCharge a b φ φ') (h0 : φ b = 0) :
    meanPotential a b φ = -1 / (4 * π ^ 2) ∨ meanPotential a b φ = 1 / (4 * π ^ 2) := by
  have h2 : 2 * π ≠ 0 := mul_ne_zero two_ne_zero Real.pi_ne_zero
  rw [(right_end_values hb h).2, div_eq_zero_iff, or_iff_left h2] at h0
  rw [meanPotential_eq hb h, h0]
  -- where the sine vanishes, the cosine is plus or minus one
  rcases Real.sin_eq_zero_iff_cos_eq.mp h0 with hc | hc
  · left; rw [hc]; ring
  · right; rw [hc]; ring

end

end BulkPotentialZero
```

```lean
#print axioms BulkPotentialZero.right_end_zero_iff
-- 'BulkPotentialZero.right_end_zero_iff' depends on axioms: [propext, Classical.choice, Quot.sound]
#print axioms BulkPotentialZero.no_common_mean
-- 'BulkPotentialZero.no_common_mean' depends on axioms: [propext, Classical.choice, Quot.sound]
#print axioms BulkPotentialZero.mean_two_values
-- 'BulkPotentialZero.mean_two_values' depends on axioms: [propext, Classical.choice, Quot.sound]
```

## From uniqueness to the two means

`eq_of_same_slope` is the uniqueness argument for a single integration. The difference of the two functions has derivative zero on the cell, so the mean value inequality with bound `C := 0` shows that it keeps its value from the left end, which is zero.

`explicit_hasDerivAt` checks the two integrations in reverse: it differentiates the explicit potential and its slope. `isCellPotential_witness` adds the values at the left end, so a solution exists for every cell. `cellPotential_unique` then applies `eq_of_same_slope` twice, first to the slopes, which share the derivative -ρ, and then to the potentials, which by that first step share a slope.

`right_end_values` evaluates the explicit formulas at b. It rewrites 2πb as 2πa + 2π and uses the periodicity of sine and cosine. `right_end_zero_iff` turns the vanishing of the sine into nπ = 2πa and cancels π to obtain a = n/2.

In `meanPotential_eq`, `hI` replaces φ by the explicit potential under the integral, which is allowed because the two agree on the cell. The integral is then evaluated with the antiderivative stated in `hF`:

sin(2πy)/(8π³) - [cos(2πa)/(4π²)] y + [sin(2πa)/(4π)] (y - a)².

Between a and b the first term contributes nothing, and the other two give the cosine and sine terms of the mean.

`mean_depends_on_termination` inserts a = 0 and a = -1/2 into these general formulas. `no_common_mean` assumes a common V and applies the assumption to the explicit potentials of the two cells. This is where the existence of solutions is needed: without actual potentials on both cells there would be no contradiction. The final `linarith` combines the two values of V with the positivity of 1/(4π²).

`mean_two_values` starts from φ(b) = 0, deduces that sin(2πa) = 0, and splits into the cases where the cosine is 1 or -1. It needs no assumption on the slope at b, because `right_end_values` already shows that this slope is zero.
